# The Thomas–Fermi screened ion frequency rises concavely from sound at speed W/k towards the ion plasma frequency

Ions in a uniform electron gas, with electrons that screen them statically, are described here by two positive constants. \(W\) is the bare ionic plasma frequency, at which the ions would oscillate against a rigid electron background. \(k\) is the Thomas–Fermi screening wavenumber, the inverse of the length over which the electrons screen a charge. The wavenumber of the ion wave is \(q\), a real number, and its angular frequency is

\[
w(q)=\frac{Wq}{\sqrt{q^2+k^2}} .
\]

Physical wavenumbers satisfy \(q\ge 0\), though the formula makes sense for every real \(q\). No units are fixed: \(q\) and \(k\) share one unit, and \(w\) and \(W\) share another.

## Dielectric function and ion frequency

```lean
import Mathlib

open Filter Topology Set

namespace ScreenedIonSound

noncomputable section
```

The first line loads the mathematical library Mathlib. The `open` line allows short names for limits and intervals.

```lean
/-- The static Thomas-Fermi dielectric function of the electrons, with screening
wavenumber `k`. -/
def dielectric (k q : ℝ) : ℝ := 1 + k ^ 2 / q ^ 2
```

This is the static dielectric function \(\varepsilon(q)=1+k^2/q^2\). Its form is the Thomas–Fermi approximation, taken as given. Lean sets division by zero to zero, so the value at \(q=0\) has no physical meaning, and the theorem that uses `dielectric` assumes \(q\neq0\).

```lean
/-- The screened ion frequency at wavenumber `q`, for bare ionic plasma frequency `W`
and screening wavenumber `k`. -/
def ionFreq (W k q : ℝ) : ℝ := W * q / √(q ^ 2 + k ^ 2)
```

`ionFreq W k q` is \(w(q)\). The type `ℝ` says that all three arguments are real numbers; positivity is assumed later, theorem by theorem.

```lean
lemma root_pos {k : ℝ} (hk : 0 < k) (q : ℝ) : 0 < √(q ^ 2 + k ^ 2) :=
  Real.sqrt_pos.mpr (by positivity)
```

For \(k>0\) the root \(\sqrt{q^2+k^2}\) is positive at every \(q\), including \(q=0\). Several later proofs use this fact. The hypothesis `hk : 0 < k` is a named assumption that a proof can cite.

```lean
/-- At nonzero wavenumber the squared ion frequency is the squared bare plasma frequency
divided by the dielectric function of the electrons. -/
theorem ionFreq_sq (W k : ℝ) {q : ℝ} (hq : q ≠ 0) :
    ionFreq W k q ^ 2 = W ^ 2 / dielectric k q := by
  have h : 1 + k ^ 2 / q ^ 2 = (q ^ 2 + k ^ 2) / q ^ 2 := by field_simp
  unfold ionFreq dielectric
  rw [div_pow, Real.sq_sqrt (by positivity), h, div_div_eq_mul_div, mul_pow]
```

This theorem connects the formula to screening: for \(q\neq0\),

\[
w(q)^2=\frac{W^2q^2}{q^2+k^2}=\frac{W^2}{1+k^2/q^2}=\frac{W^2}{\varepsilon(q)} .
\]

The electrons weaken the restoring force between ions by the factor \(\varepsilon\), which lowers the squared frequency by the same factor. That physical argument motivates the definition; the theorem establishes the algebra. In the proof, `h` puts \(\varepsilon\) over a common denominator, and `rw` rewrites the goal with the listed identities until both sides agree.

## Group and phase velocity

```lean
/-- The group velocity of the screened ion wave is `W k² / (q² + k²)^(3/2)`. -/
theorem hasDerivAt_ionFreq (W : ℝ) {k : ℝ} (hk : 0 < k) (q : ℝ) :
    HasDerivAt (ionFreq W k) (W * k ^ 2 / √(q ^ 2 + k ^ 2) ^ 3) q := by
  -- the algebra of the quotient rule, with `s` standing for the square root
  have alg : ∀ s : ℝ, 0 < s → s ^ 2 = q ^ 2 + k ^ 2 →
      (W * 1 * s - W * q * (2 * q / (2 * s))) / s ^ 2 = W * k ^ 2 / s ^ 3 := by
    intro s hs h
    have hk2 : k ^ 2 = s ^ 2 - q ^ 2 := by linarith
    rw [hk2]
    field_simp
  have h1 : HasDerivAt (fun x : ℝ => x ^ 2 + k ^ 2) (2 * q) q := by
    simpa using (hasDerivAt_pow 2 q).add_const (k ^ 2)
  have hne : q ^ 2 + k ^ 2 ≠ 0 := by positivity
  have h2 := h1.sqrt hne
  have h3 := ((hasDerivAt_id' q).const_mul W).fun_div h2 (root_pos hk q).ne'
  exact h3.congr_deriv (alg _ (root_pos hk q) (Real.sq_sqrt (by positivity)))
```

`HasDerivAt f d q` says that \(f\) is differentiable at \(q\) with derivative \(d\). By hand, write \(s=\sqrt{q^2+k^2}\), so that \(s'=q/s\). The quotient rule gives

\[
w'(q)=\frac{Ws-Wq\cdot q/s}{s^2}=\frac{W(s^2-q^2)}{s^3}=\frac{Wk^2}{(q^2+k^2)^{3/2}} .
\]

The Lean proof has the same parts. `h1` differentiates \(q^2+k^2\), `h2` its square root, and `h3` the quotient. The auxiliary statement `alg` simplifies the result by replacing \(k^2\) with \(s^2-q^2\).

```lean
/-- The phase velocity at nonzero wavenumber is `W / √(q² + k²)`. -/
theorem phaseVelocity_eq (W k : ℝ) {q : ℝ} (hq : q ≠ 0) :
    ionFreq W k q / q = W / √(q ^ 2 + k ^ 2) := by
  unfold ionFreq
  rw [div_right_comm, mul_div_cancel_right₀ _ hq]
```

For \(q\neq0\) the factor \(q\) cancels, and the phase velocity is \(w(q)/q=W/\sqrt{q^2+k^2}\). Unlike the quotient on the left, the right-hand side is well behaved at \(q=0\) when \(k>0\).

## Monotonicity and concavity

```lean
/-- The screened ion frequency increases strictly with wavenumber. -/
theorem ionFreq_strictMono {W k : ℝ} (hW : 0 < W) (hk : 0 < k) :
    StrictMono (ionFreq W k) := by
  apply strictMono_of_deriv_pos
  intro q
  rw [(hasDerivAt_ionFreq W hk q).deriv]
  have hs := root_pos hk q
  positivity
```

`StrictMono` means that \(a<b\) implies \(w(a)<w(b)\), here for all real \(a,b\). The numerator \(Wk^2\) and the denominator \(s^3\) of the group velocity are both positive, so \(w'>0\) everywhere and \(w\) increases strictly. The tactic `positivity` does this sign check.

```lean
/-- The screened ion frequency is a strictly concave function of the wavenumber `q ≥ 0`. -/
theorem ionFreq_strictConcaveOn {W k : ℝ} (hW : 0 < W) (hk : 0 < k) :
    StrictConcaveOn ℝ (Ici 0) (ionFreq W k) := by
  apply StrictAntiOn.strictConcaveOn_of_deriv (convex_Ici 0)
  · exact fun x _ => (hasDerivAt_ionFreq W hk x).continuousAt.continuousWithinAt
  · -- the group velocity decreases strictly
    rw [interior_Ici]
    intro a ha b _ hab
    have ha' : 0 < a := ha
    rw [(hasDerivAt_ionFreq W hk a).deriv, (hasDerivAt_ionFreq W hk b).deriv]
    have hs := root_pos hk a
    have hlt : √(a ^ 2 + k ^ 2) < √(b ^ 2 + k ^ 2) :=
      Real.sqrt_lt_sqrt (by positivity) (by nlinarith)
    exact div_lt_div_of_pos_left (by positivity) (by positivity)
      (pow_lt_pow_left₀ hlt hs.le (by norm_num))
```

`Ici 0` is the closed half-line \([0,\infty)\). Strict concavity there means that every chord between two distinct points of the curve lies strictly below the curve between its endpoints.

For \(0<a<b\) we have \(\sqrt{a^2+k^2}<\sqrt{b^2+k^2}\), hence

\[
w'(b)=\frac{Wk^2}{(b^2+k^2)^{3/2}}<\frac{Wk^2}{(a^2+k^2)^{3/2}}=w'(a).
\]

A continuous function on \([0,\infty)\) whose derivative decreases strictly on \((0,\infty)\) is strictly concave on the whole half-line, endpoint included. The first bullet of the proof supplies continuity, and the second supplies the decreasing derivative.

## The dispersion relation and its sound speed

```lean
/-- **Dispersion of the screened ion wave.** The frequency is strictly increasing and strictly
concave in the wavenumber `q ≥ 0`, stays below the bare plasma frequency `W`, and its phase velocity
tends to the sound speed `W / k` at long wavelength. -/
theorem screened_ion_dispersion {W k : ℝ} (hW : 0 < W) (hk : 0 < k) :
    StrictMonoOn (ionFreq W k) (Ici 0) ∧
    StrictConcaveOn ℝ (Ici 0) (ionFreq W k) ∧
    (∀ q, ionFreq W k q < W) ∧
    Tendsto (fun q => ionFreq W k q / q) (𝓝[>] 0) (𝓝 (W / k)) := by
  refine ⟨(ionFreq_strictMono hW hk).strictMonoOn _, ionFreq_strictConcaveOn hW hk, ?_, ?_⟩
  · intro q
    have hq : q < √(q ^ 2 + k ^ 2) :=
      Real.lt_sqrt_of_sq_lt (by linarith [pow_pos hk 2])
    unfold ionFreq
    rw [div_lt_iff₀ (root_pos hk q)]
    exact mul_lt_mul_of_pos_left hq hW
  · -- the phase velocity extends continuously to zero wavenumber
    have hc : ContinuousAt (fun q : ℝ => W / √(q ^ 2 + k ^ 2)) 0 :=
      ContinuousAt.div continuousAt_const (by fun_prop) (root_pos hk 0).ne'
    have h0 : √((0 : ℝ) ^ 2 + k ^ 2) = k := by
      rw [show (0 : ℝ) ^ 2 + k ^ 2 = k ^ 2 by ring, Real.sqrt_sq hk.le]
    have ht : Tendsto (fun q : ℝ => W / √(q ^ 2 + k ^ 2)) (𝓝 0) (𝓝 (W / k)) := by
      have h := hc.tendsto
      rwa [h0] at h
    refine (ht.mono_left nhdsWithin_le_nhds).congr' ?_
    filter_upwards [self_mem_nhdsWithin] with q hq
    exact (phaseVelocity_eq W k (ne_of_gt hq)).symm
```

For \(W,k>0\) the theorem joins four statements with `∧`, "and":

1. \(w\) is strictly increasing on \([0,\infty)\).
2. \(w\) is strictly concave on \([0,\infty)\).
3. \(w(q)<W\) for every real \(q\).
4. \(w(q)/q\to W/k\) as \(q\to0\) from above.

In the last line, `Tendsto` expresses a limit, `𝓝[>] 0` means approaching zero through positive values, and `𝓝 (W / k)` names the limiting value.

The first two statements are the results just proved. For the third, \(q^2<q^2+k^2\) gives \(q<\sqrt{q^2+k^2}\); multiplying by \(W\) and dividing by the positive root gives \(w(q)<W\).

For the fourth, replace \(w(q)/q\) by \(W/\sqrt{q^2+k^2}\). This function is continuous at zero, so

\[
\lim_{q\to0^+}\frac{w(q)}{q}=\frac{W}{\sqrt{k^2}}=\frac{W}{k},
\]

where the last step uses \(k>0\). In Lean, `hc` is the continuity, `h0` evaluates the root, and `ht` is the resulting two-sided limit. The final lines restrict it to positive \(q\) and exchange the two expressions, which agree there.

Within this model of static linear screening without a lattice, the limit is the longitudinal sound speed of a simple metal. The Bohm–Staver formula follows on inserting free-electron values for \(W\) and \(k\), a substitution made here in prose only: with ion charge number \(Z\), electron mass \(m\), ion mass \(M\) and Fermi velocity \(v_F\),

\[
\frac{W}{k}=v_F\sqrt{\frac{Zm}{3M}} .
\]

In a numerical calculation the sound speed is often estimated from the smallest available wavenumber. For this dispersion the estimate is

\[
\frac{w(q)}{q}=\frac{W}{k}\,\frac{1}{\sqrt{1+q^2/k^2}},
\]

which is always too low, by about 0.5% at \(q=0.1\,k\). Code that tabulates the phase velocity can evaluate `W / √(q ^ 2 + k ^ 2)` directly and so avoid \(0/0\) at the first grid point.

## The short-wavelength limit

```lean
/-- At large wavenumber the screened ion frequency tends to the bare plasma frequency. -/
theorem ionFreq_tendsto_atTop (W k : ℝ) :
    Tendsto (ionFreq W k) atTop (𝓝 W) := by
  have hx : Tendsto (fun q : ℝ => k / q) atTop (𝓝 0) :=
    tendsto_const_nhds.div_atTop tendsto_id
  have hc : ContinuousAt (fun x : ℝ => W / √(1 + x ^ 2)) 0 :=
    ContinuousAt.div continuousAt_const (by fun_prop) (by simp)
  have ht : Tendsto (fun x : ℝ => W / √(1 + x ^ 2)) (𝓝 0) (𝓝 W) := by
    have h := hc.tendsto
    simpa using h
  refine (ht.comp hx).congr' ?_
  filter_upwards [eventually_gt_atTop 0] with q hq
  -- pull the factor `q` out of the square root
  have h : q ^ 2 + k ^ 2 = q ^ 2 * (1 + (k / q) ^ 2) := by field_simp
  simp only [Function.comp_apply, ionFreq]
  rw [h, Real.sqrt_mul (sq_nonneg q), Real.sqrt_sq hq.le, mul_comm W q,
    mul_div_mul_left _ _ hq.ne']
```

`atTop` means \(q\to+\infty\). For \(q>0\), pulling \(q\) out of the root gives

\[
w(q)=\frac{W}{\sqrt{1+(k/q)^2}}\longrightarrow W ,
\]

because \(k/q\to0\). The proof composes the limit `hx` of \(k/q\) with the limit `ht` of \(W/\sqrt{1+x^2}\) at \(x=0\). For positive constants, the bound \(w<W\) is therefore the best possible: no smaller number bounds all the frequencies. Physically, the electrons do not screen variations much shorter than \(1/k\). The model is a continuum, so no Brillouin-zone boundary limits \(q\).

## One phonon cannot split into two

```lean
/-- A screened ion phonon whose wavevector is the sum of two nonzero wavevectors has a
frequency strictly below the sum of the two corresponding phonon frequencies. -/
theorem no_two_phonon_decay {E : Type*} [NormedAddCommGroup E] {W k : ℝ}
    (hW : 0 < W) (hk : 0 < k) {p₁ p₂ : E} (h₁ : p₁ ≠ 0) (h₂ : p₂ ≠ 0) :
    ionFreq W k ‖p₁ + p₂‖ < ionFreq W k ‖p₁‖ + ionFreq W k ‖p₂‖ := by
  -- the frequency is at most its value at the sum of the two lengths
  refine lt_of_le_of_lt ((ionFreq_strictMono hW hk).monotone (norm_add_le p₁ p₂)) ?_
  have ha : 0 < ‖p₁‖ := norm_pos_iff.mpr h₁
  have hb : 0 < ‖p₂‖ := norm_pos_iff.mpr h₂
  generalize ‖p₁‖ = a at ha ⊢
  generalize ‖p₂‖ = b at hb ⊢
  unfold ionFreq
  rw [mul_add, add_div]
  -- each share of the total is reduced by the larger denominator
  apply add_lt_add
  · exact div_lt_div_of_pos_left (mul_pos hW ha) (root_pos hk a)
      (Real.sqrt_lt_sqrt (by positivity) (by nlinarith [mul_pos ha hb, pow_pos hb 2]))
  · exact div_lt_div_of_pos_left (mul_pos hW hb) (root_pos hk b)
      (Real.sqrt_lt_sqrt (by positivity) (by nlinarith [mul_pos ha hb, pow_pos ha 2]))

end

end ScreenedIonSound
```

Here `p₁` and `p₂` are nonzero wavevectors and `‖p₁‖` is the length of `p₁`. The type `E` may be any space with an addition and a norm; ordinary three-dimensional space is the physical case.

Write \(a=|p_1|\) and \(b=|p_2|\), both positive. The triangle inequality gives \(|p_1+p_2|\le a+b\), and since \(w\) is increasing,

\[
w(|p_1+p_2|)\le w(a+b)=\frac{Wa}{\sqrt{(a+b)^2+k^2}}+\frac{Wb}{\sqrt{(a+b)^2+k^2}} .
\]

Both denominators exceed those in \(w(a)\) and \(w(b)\), so the right-hand side is strictly less than \(w(a)+w(b)\). In the proof, `refine lt_of_le_of_lt` performs the first step, `generalize` replaces the norms by positive numbers `a` and `b`, and `add_lt_add` compares the two fractions separately.

A phonon of wavevector \(p_1+p_2\) thus has less energy than the pair it would have to produce. Momentum and energy cannot both be conserved in such a decay, provided that all three phonons belong to this single isotropic branch and no reciprocal lattice vector enters the momentum balance.

```lean
#print axioms ScreenedIonSound.ionFreq_sq
-- 'ScreenedIonSound.ionFreq_sq' depends on axioms: [propext, Classical.choice, Quot.sound]
#print axioms ScreenedIonSound.screened_ion_dispersion
-- 'ScreenedIonSound.screened_ion_dispersion' depends on axioms: [propext, Classical.choice, Quot.sound]
#print axioms ScreenedIonSound.ionFreq_tendsto_atTop
-- 'ScreenedIonSound.ionFreq_tendsto_atTop' depends on axioms: [propext, Classical.choice, Quot.sound]
#print axioms ScreenedIonSound.no_two_phonon_decay
-- 'ScreenedIonSound.no_two_phonon_decay' depends on axioms: [propext, Classical.choice, Quot.sound]
```
